# The nonzero real and imaginary parts of a ground state of a real symmetric Hamiltonian are themselves ground states

Let `H` be a finite real symmetric matrix, and let `c` be a lower bound on its Rayleigh quotient, the normalised energy, over all nonzero real vectors. The declaration `parts_attain_bound` says that if the complex state a + ib, which need not be normalised, has Rayleigh quotient exactly `c`, then each of the real vectors a and b that is nonzero also has Rayleigh quotient `c`. The proof writes the energy of a + ib as (a·Ha + b·Hb)/(a·a + b·b), sets it equal to `c` and clears the denominator. The excesses a·Ha − c a·a and b·Hb − c b·b then add up to zero, and since neither can be negative, both vanish.

In Lean, a first try:

```lean
import Mathlib

open Matrix

namespace RealSymmetricRayleigh

noncomputable section

variable {n : Type*} [Fintype n]

/-- The complex state `a + i b` with real part `a` and imaginary part `b`. -/
def wave (a b : n → ℝ) : n → ℂ := fun i => (a i : ℂ) + (b i : ℂ) * Complex.I

/-- The expectation value `⟨x, A x⟩` of a matrix in an unnormalised complex state. -/
def expectation (A : Matrix n n ℂ) (x : n → ℂ) : ℂ := star x ⬝ᵥ A *ᵥ x

/-- The Rayleigh quotient `⟨x, A x⟩ / ⟨x, x⟩` of a complex trial vector. -/
def rayleigh (A : Matrix n n ℂ) (x : n → ℂ) : ℂ := expectation A x / (star x ⬝ᵥ x)

/-- The Rayleigh quotient `a·Ha / a·a` of a real trial vector. -/
def realRayleigh (H : Matrix n n ℝ) (a : n → ℝ) : ℝ := (a ⬝ᵥ H *ᵥ a) / (a ⬝ᵥ a)

/-- A nonzero real vector has positive squared length. -/
theorem self_pos {a : n → ℝ} (ha : a ≠ 0) : 0 < a ⬝ᵥ a :=
  lt_of_le_of_ne (Finset.sum_nonneg fun i _ => mul_self_nonneg (a i))
    (fun h => ha (dotProduct_self_eq_zero.mp h.symm))

/-- A real symmetric matrix has equal matrix elements `a·Hb` and `b·Ha`. -/
theorem symm_swap {H : Matrix n n ℝ} (hH : H.IsSymm) (a b : n → ℝ) :
    a ⬝ᵥ H *ᵥ b = b ⬝ᵥ H *ᵥ a := by
  rw [Matrix.dotProduct_mulVec a H b, ← Matrix.mulVec_transpose, hH.eq,
    dotProduct_comm (H *ᵥ a) b]

/-- For a real symmetric `H`, the expectation value in the state `a + i b` is
`a·Ha + b·Hb`. -/
theorem expectation_wave {H : Matrix n n ℝ} (hH : H.IsSymm) (a b : n → ℝ) :
    expectation (H.map Complex.ofReal) (wave a b)
      = ((a ⬝ᵥ H *ᵥ a + b ⬝ᵥ H *ᵥ b : ℝ) : ℂ) := by
  have hs : ∀ i, star (wave a b i) = (a i : ℂ) - (b i : ℂ) * Complex.I := by
    intro i
    apply Complex.ext <;> simp [wave]
  -- for any real matrix, the expansion includes the cross term `i (a·Hb - b·Ha)`
  have split : expectation (H.map Complex.ofReal) (wave a b)
      = ((a ⬝ᵥ H *ᵥ a + b ⬝ᵥ H *ᵥ b : ℝ) : ℂ)
        + ((a ⬝ᵥ H *ᵥ b - b ⬝ᵥ H *ᵥ a : ℝ) : ℂ) * Complex.I := by
    simp only [expectation, dotProduct, Matrix.mulVec, Matrix.map_apply, Pi.star_apply, hs]
    push_cast
    simp only [Finset.mul_sum, Finset.sum_mul, ← Finset.sum_add_distrib,
      ← Finset.sum_sub_distrib]
    refine Finset.sum_congr rfl fun i _ => Finset.sum_congr rfl fun j _ => ?_
    simp only [wave]
    linear_combination (-((b i : ℂ) * (H i j : ℂ) * (b j : ℂ))) * Complex.I_sq
  -- symmetry removes it
  rw [split, symm_swap hH a b, sub_self, Complex.ofReal_zero, zero_mul, add_zero]

/-- For a real symmetric `H`, the Rayleigh quotient of `a + i b` is the real number
`(a·Ha + b·Hb) / (a·a + b·b)`. -/
theorem rayleigh_wave {H : Matrix n n ℝ} (hH : H.IsSymm) (a b : n → ℝ) :
    rayleigh (H.map Complex.ofReal) (wave a b)
      = (((a ⬝ᵥ H *ᵥ a + b ⬝ᵥ H *ᵥ b) / (a ⬝ᵥ a + b ⬝ᵥ b) : ℝ) : ℂ) := by
  have hn : star (wave a b) ⬝ᵥ wave a b = ((a ⬝ᵥ a + b ⬝ᵥ b : ℝ) : ℂ) := by
    have hs : ∀ i, star (wave a b i) = (a i : ℂ) - (b i : ℂ) * Complex.I := by
      intro i
      apply Complex.ext <;> simp [wave]
    simp only [dotProduct, Pi.star_apply, hs]
    push_cast
    rw [← Finset.sum_add_distrib]
    refine Finset.sum_congr rfl fun i _ => ?_
    simp only [wave]
    linear_combination (-((b i : ℂ) * (b i : ℂ))) * Complex.I_sq
  rw [rayleigh, expectation_wave hH, hn, ← Complex.ofReal_div]

/-- A lower bound `c` on the real Rayleigh quotients gives `c a·a ≤ a·Ha` for every real
vector `a`. -/
theorem bound_mul {H : Matrix n n ℝ} {c : ℝ}
    (hc : ∀ a : n → ℝ, a ≠ 0 → c ≤ realRayleigh H a) (a : n → ℝ) :
    c * (a ⬝ᵥ a) ≤ a ⬝ᵥ H *ᵥ a := by
  by_cases ha : a = 0
  · simp [ha]
  · exact (le_div_iff₀ (self_pos ha)).mp (hc a ha)

/-- If the complex state `a + i b` attains the lower bound `c`, then each of `a` and `b`
that is nonzero attains it as a real trial vector. -/
theorem parts_attain_bound {H : Matrix n n ℝ} (hH : H.IsSymm) {c : ℝ}
    (hc : ∀ a : n → ℝ, a ≠ 0 → c ≤ realRayleigh H a) {a b : n → ℝ}
    (h : rayleigh (H.map Complex.ofReal) (wave a b) = (c : ℂ)) :
    (a ≠ 0 → realRayleigh H a = c) ∧ (b ≠ 0 → realRayleigh H b = c) := by
  rw [rayleigh_wave hH] at h
  have h' := Complex.ofReal_injective h
  have nn : ∀ v : n → ℝ, 0 ≤ v ⬝ᵥ v := fun v =>
    Finset.sum_nonneg fun i _ => mul_self_nonneg (v i)
  have h1 := bound_mul hc a
  have h2 := bound_mul hc b
  -- two non-negative excesses with zero sum both vanish
  constructor
  · intro ha
    have hp := self_pos ha
    rw [div_eq_iff (by linarith [nn b] : a ⬝ᵥ a + b ⬝ᵥ b ≠ 0 |> fun _ => True) |> fun _ =>
      div_eq_iff (ne_of_gt (add_pos_of_pos_of_nonneg hp (nn b)))] at h'
    rw [realRayleigh, div_eq_iff hp.ne']
    linarith
  · intro hb
    have hp := self_pos hb
    rw [div_eq_iff (ne_of_gt (add_pos_of_nonneg_of_pos (nn a) hp))] at h'
    rw [realRayleigh, div_eq_iff hp.ne']
    linarith

end

end RealSymmetricRayleigh
```

Compiling this gives:

```
Main.lean:98:19: error: Application type mismatch: The argument
  ?m.139
has type
  (fun x => True) (a ⬝ᵥ a + b ⬝ᵥ b ≠ 0)
but is expected to have type
  ?m.119 ≠ 0
in the application
  div_eq_iff ?m.139
Main.lean:98:23: error: linarith failed to find a contradiction
n : Type u_1
inst✝ : Fintype n
H : Matrix n n ℝ
hH : H.IsSymm
c : ℝ
hc : ∀ (a : n → ℝ), a ≠ 0 → c ≤ realRayleigh H a
a b : n → ℝ
h : ↑((a ⬝ᵥ H *ᵥ a + b ⬝ᵥ H *ᵥ b) / (a ⬝ᵥ a + b ⬝ᵥ b)) = ↑c
h' : (a ⬝ᵥ H *ᵥ a + b ⬝ᵥ H *ᵥ b) / (a ⬝ᵥ a + b ⬝ᵥ b) = c
nn : ∀ (v : n → ℝ), 0 ≤ v ⬝ᵥ v
h1 : c * a ⬝ᵥ a ≤ a ⬝ᵥ H *ᵥ a
h2 : c * b ⬝ᵥ b ≤ b ⬝ᵥ H *ᵥ b
ha : a ≠ 0
hp : 0 < a ⬝ᵥ a
⊢ False
failed
```

What went wrong. Both errors come from the step that clears the denominator in the case `a ≠ 0`. There `div_eq_iff` needs a proof that the denominator is nonzero, but the type written for its argument is `a ⬝ᵥ a + b ⬝ᵥ b ≠ 0 |> fun _ => True`. The pipe feeds the inequality to a function that ignores it and returns `True`, so the argument has the wrong type, as the first message says.

The second message concerns the `linarith` meant to supply that argument. Its goal is not a comparison, so `linarith` looks for a contradiction among the hypotheses, and finds none.

A correct `div_eq_iff` term does follow the outer pipe, but Lean must still elaborate the faulty term piped into it. The repair removes both pipes and passes the needed proof directly: `add_pos_of_pos_of_nonneg hp (nn b)` shows that the denominator is positive, and `.ne'` turns this into the statement that it is nonzero. Writing `.ne'` in place of `ne_of_gt` is mere tidying; the case `b ≠ 0` keeps `ne_of_gt` and compiles.

Fix (accepted with no message):

```diff
@@ -96,6 +96,5 @@
   · intro ha
     have hp := self_pos ha
-    rw [div_eq_iff (by linarith [nn b] : a ⬝ᵥ a + b ⬝ᵥ b ≠ 0 |> fun _ => True) |> fun _ =>
-      div_eq_iff (ne_of_gt (add_pos_of_pos_of_nonneg hp (nn b)))] at h'
+    rw [div_eq_iff (add_pos_of_pos_of_nonneg hp (nn b)).ne'] at h'
     rw [realRayleigh, div_eq_iff hp.ne']
     linarith
```
